# McClelland's lower bound on the energy of a finite simple graph

After a Hückel matrix has been diagonalised, the sum of the absolute level energies can be checked against a number that needs no eigenvalues. For $n$ identical atoms joined by $m$ equal bonds, with energies measured from the on-site energy in units of the coupling, the levels are the eigenvalues $\lambda_i$ of the adjacency matrix $A$, and the sum $E=\sum_i|\lambda_i|$ must satisfy

$$2m+n(n-1)\,|\det A|^{2/n}\le E^2 .$$

If the computed numbers violate this by more than rounding error, there is a mistake either in the calculation of $E$ or in the evaluation of the left side.

The model is the simplest Hückel model: non-interacting electrons, identical atoms with one orbital each, no overlap between orbitals on different atoms, and one coupling for all bonds. The on-site energy $\alpha$ is taken as zero and the coupling $\beta$ as the unit, so the Hückel matrix is $A$ itself. For π orbitals $\beta$ is negative, so the positive eigenvalues of $A$ are the bonding levels. Since $A$ has zero trace, they sum to $E/2$. Filling each of them with two electrons therefore gives a π binding energy of $E$ in units of $|\beta|$. For other fillings, $E$ is still defined but need not be the electronic energy.

```lean
import Mathlib

open Finset

namespace McClellandLowerBound

noncomputable section
```

## From the square of a sum to pairs

Let $x_i$ be real numbers with a finite index set, and let $S=\sum_i x_i$. For fixed $i$, the products with $j\ne i$ add up to $x_i(S-x_i)$. Summing over $i$ gives

$$\sum_i\sum_{j\ne i}x_ix_j=S^2-\sum_i x_i^2 .$$

In Lean, the range $j\neq i$ is `univ.erase i`, the whole index set with $i$ removed. Each unordered pair is thus counted twice. The auxiliary statement `h` is the identity for fixed $i$.

```lean
/-- The square of a sum, less the sum of squares, is the sum over ordered pairs of
distinct indices. -/
theorem sum_pairs {ι : Type*} [Fintype ι] [DecidableEq ι] (x : ι → ℝ) :
    ∑ i, ∑ j ∈ univ.erase i, x i * x j = (∑ i, x i) ^ 2 - ∑ i, x i ^ 2 := by
  have h : ∀ i, ∑ j ∈ univ.erase i, x i * x j = x i * (∑ j, x j) - x i ^ 2 := by
    intro i
    have h1 : x i * x i + ∑ j ∈ univ.erase i, x i * x j = ∑ j, x i * x j :=
      Finset.add_sum_erase univ (fun j => x i * x j) (mem_univ i)
    rw [← Finset.mul_sum univ x (x i)] at h1
    linear_combination h1
  rw [Finset.sum_congr rfl (fun i _ => h i), Finset.sum_sub_distrib, ← Finset.sum_mul]
  ring
```

## The geometric mean bounds the pair sum

Now let the $n$ numbers be nonnegative. The claim is

$$n(n-1)\Bigl(\prod_i x_i\Bigr)^{2/n}\le\sum_i\sum_{j\ne i}x_ix_j .$$

If some $x_i$ vanishes, the left side is zero and the right side is nonnegative. Otherwise write $x_i=e^{l_i}$, with $L=\sum_i l_i$ and mean $c=L/n$. The squared geometric mean is then $g=e^{2c}$. The exponential lies above its tangent at zero, $e^s\ge 1+s$, so

$$x_ix_j=g\,e^{\,l_i+l_j-2c}\ge g\,(l_i+l_j-2c+1).$$

There are $n(n-1)$ ordered pairs with $i\ne j$, and each $l_i$ occurs in $2(n-1)$ of them. The logarithms therefore contribute $2(n-1)L=2n(n-1)c$, which cancels the contribution of $-2c$. What remains is $n(n-1)g$.

The proof follows this order. `hg` identifies the power of the product with $e^{2c}$, and `hpair` is the tangent bound. `hin` sums it over $j$ by taking the full sum and subtracting the term $j=i$, and `hout` carries out the cancellation in the sum over $i$. The empty index set is treated first; there the prefactor $n$ is zero, so the value that Lean assigns to $2/0$ has no effect.

```lean
/-- For `n` nonnegative numbers, the sum of products over ordered pairs of distinct indices
is at least `n (n - 1)` times the square of the geometric mean. -/
theorem geom_mean_le_pairs {ι : Type*} [Fintype ι] [DecidableEq ι] (x : ι → ℝ)
    (hx : ∀ i, 0 ≤ x i) :
    (Fintype.card ι : ℝ) * (Fintype.card ι - 1) * (∏ i, x i) ^ (2 / (Fintype.card ι : ℝ))
      ≤ ∑ i, ∑ j ∈ univ.erase i, x i * x j := by
  rcases isEmpty_or_nonempty ι with he | he
  · simp
  have hn : (0 : ℝ) < Fintype.card ι := by exact_mod_cast Fintype.card_pos
  by_cases h0 : ∃ i, x i = 0
  · -- a vanishing factor makes the geometric mean zero
    obtain ⟨i, hi⟩ := h0
    have h2 : (2 / (Fintype.card ι : ℝ)) ≠ 0 := by positivity
    rw [Finset.prod_eq_zero (mem_univ i) hi, Real.zero_rpow h2, mul_zero]
    exact Finset.sum_nonneg fun i _ => Finset.sum_nonneg fun j _ => mul_nonneg (hx i) (hx j)
  have hpos : ∀ i, 0 < x i := fun i => lt_of_le_of_ne (hx i) fun h => h0 ⟨i, h.symm⟩
  -- logarithms `l i`, their sum `L` and their mean `c`
  obtain ⟨l, hl⟩ : ∃ l : ι → ℝ, ∀ i, x i = Real.exp (l i) :=
    ⟨fun i => Real.log (x i), fun i => (Real.exp_log (hpos i)).symm⟩
  obtain ⟨L, hL⟩ : ∃ L, ∑ i, l i = L := ⟨_, rfl⟩
  obtain ⟨c, hc⟩ : ∃ c : ℝ, c * Fintype.card ι = L :=
    ⟨L / Fintype.card ι, div_mul_cancel₀ L hn.ne'⟩
  have hg : (∏ i, x i) ^ (2 / (Fintype.card ι : ℝ)) = Real.exp (2 * c) := by
    rw [Finset.prod_congr rfl (fun i _ => hl i), ← Real.exp_sum, hL, ← Real.exp_mul, ← hc]
    congr 1
    field_simp
  rw [hg]
  generalize hgg : Real.exp (2 * c) = g
  have hg0 : 0 ≤ g := hgg ▸ (Real.exp_pos _).le
  -- the tangent-line bound for each pair
  have hpair : ∀ i j, g * (l i + l j - 2 * c + 1) ≤ x i * x j := by
    intro i j
    have h1 : x i * x j = g * Real.exp (l i + l j - 2 * c) := by
      rw [hl i, hl j, ← hgg, ← Real.exp_add, ← Real.exp_add]
      congr 1
      ring
    rw [h1]
    exact mul_le_mul_of_nonneg_left (Real.add_one_le_exp _) hg0
  have hin : ∀ i, g * (Fintype.card ι * (l i - 2 * c + 1) + L) - g * (2 * l i - 2 * c + 1)
      ≤ ∑ j ∈ univ.erase i, x i * x j := by
    intro i
    have h1 : g * (l i + l i - 2 * c + 1) + ∑ j ∈ univ.erase i, g * (l i + l j - 2 * c + 1)
        = ∑ j, g * (l i + l j - 2 * c + 1) :=
      Finset.add_sum_erase univ (fun j => g * (l i + l j - 2 * c + 1)) (mem_univ i)
    have h2 : ∑ j, g * (l i + l j - 2 * c + 1)
        = g * (Fintype.card ι * (l i - 2 * c + 1) + L) := by
      rw [← Finset.mul_sum]
      simp only [Finset.sum_add_distrib, Finset.sum_sub_distrib, Finset.sum_const,
        Finset.card_univ, nsmul_eq_mul, hL]
      ring
    have h3 := Finset.sum_le_sum fun j (_ : j ∈ univ.erase i) => hpair i j
    linarith
  -- the linear terms cancel in the total
  have hout : ∑ i, (g * (Fintype.card ι * (l i - 2 * c + 1) + L) - g * (2 * l i - 2 * c + 1))
      = (Fintype.card ι : ℝ) * (Fintype.card ι - 1) * g := by
    simp only [Finset.sum_add_distrib, Finset.sum_sub_distrib, ← Finset.mul_sum,
      Finset.sum_const, Finset.card_univ, nsmul_eq_mul, hL]
    linear_combination (-(2 * (Fintype.card ι : ℝ) - 2) * g) * hc
  rw [← hout]
  exact Finset.sum_le_sum fun i _ => hin i
```

## Levels and energy of the graph

The molecule is a `SimpleGraph V`: vertices are atoms, edges are bonds, and there are no loops or multiple bonds. Its matrix `G.adjMatrix ℝ` has entry 1 for bonded atoms and 0 otherwise. Bonding is mutual, so the matrix is symmetric, which for real entries is the same as Hermitian.

```lean
variable {V : Type*} (G : SimpleGraph V) [DecidableRel G.Adj]

/-- The real adjacency matrix of a graph is Hermitian. -/
theorem adj_isHermitian : (G.adjMatrix ℝ).IsHermitian := by
  rw [Matrix.IsHermitian, Matrix.conjTranspose_eq_transpose_of_trivial]
  exact G.transpose_adjMatrix
```

From here on the vertex set is finite, and $n$ is `Fintype.card V`. A Hermitian matrix has $n$ real eigenvalues $\lambda_i$, counted with multiplicity. Lean labels them by the elements of `V`, but only as a set of $n$ labels: `level G i` is not an energy belonging to atom $i$.

```lean
variable [Fintype V] [DecidableEq V]

/-- The adjacency eigenvalues of the graph, counted with multiplicity. -/
def level (i : V) : ℝ := (adj_isHermitian G).eigenvalues i
```

The graph energy is the sum of their absolute values.

```lean
/-- The graph energy: the sum of the absolute values of the adjacency eigenvalues. -/
def energy : ℝ := ∑ i, |level G i|
```

## The sum of squared levels counts the bonds

Diagonalise $A=UDU^{\mathsf T}$ with $U$ orthogonal and $D$ the diagonal matrix of the levels. Cyclicity of the trace gives

$$\operatorname{tr}A^2=\operatorname{tr}D^2=\sum_i\lambda_i^2 .$$

The diagonal entry $(A^2)_{ii}$ counts the walks from $i$ to a neighbour and back, so it is the degree of $i$. Each bond contributes to two degrees, hence $\operatorname{tr}A^2=2m$. Applying the pair identity to $x_i=|\lambda_i|$ yields

$$E^2=2m+\sum_i\sum_{j\ne i}|\lambda_i||\lambda_j| .$$

The double sum runs over distinct labels $i$ and $j$, so two degenerate levels still form a pair. In the proof, `key` is the trace argument for a general orthogonal transformation, `h1` applies it to the spectral theorem, and `h2` is the count of bonds, with $m$ written as `G.edgeFinset.card`.

```lean
/-- The squared graph energy is twice the number of edges plus the sum of `|λᵢ| |λⱼ|` over ordered
pairs of distinct indices `i` and `j`. -/
theorem energy_sq_eq : energy G ^ 2 =
    2 * (G.edgeFinset.card : ℝ) + ∑ i, ∑ j ∈ univ.erase i, |level G i| * |level G j| := by
  have key : ∀ A U D : Matrix V V ℝ, star U * U = 1 → A = U * D * star U →
      (A * A).trace = (D * D).trace := by
    rintro A U D hU rfl
    calc (U * D * star U * (U * D * star U)).trace
        = (U * (D * (star U * U) * D * star U)).trace := by simp only [mul_assoc]
      _ = (D * D).trace := by
        rw [hU, mul_one, Matrix.trace_mul_comm, mul_assoc, hU, mul_one]
  -- diagonalise the adjacency matrix
  have hspec := (adj_isHermitian G).spectral_theorem
  rw [Unitary.conjStarAlgAut_apply] at hspec
  have h1 : (G.adjMatrix ℝ * G.adjMatrix ℝ).trace
      = (Matrix.diagonal (level G) * Matrix.diagonal (level G)).trace :=
    key _ _ _ (Unitary.coe_star_mul_self (adj_isHermitian G).eigenvectorUnitary) hspec
  rw [Matrix.diagonal_mul_diagonal, Matrix.trace_diagonal] at h1
  -- count closed walks of length two
  have h2 : (G.adjMatrix ℝ * G.adjMatrix ℝ).trace = 2 * (G.edgeFinset.card : ℝ) := by
    simp only [Matrix.trace, Matrix.diag_apply, SimpleGraph.adjMatrix_mul_self_apply_self]
    exact_mod_cast G.sum_degrees_eq_twice_card_edges
  have h3 : ∑ i, |level G i| ^ 2 = ∑ i, level G i * level G i :=
    Finset.sum_congr rfl fun i _ => by rw [sq_abs, sq]
  rw [sum_pairs (fun i => |level G i|), h3, ← h1, h2, energy]
  ring
```

## The lower bound

The determinant is the product of the eigenvalues, so $|\det A|=\prod_i|\lambda_i|$. Using the geometric-mean inequality on the pair sum gives

$$E^2\ge 2m+n(n-1)\,|\det A|^{2/n}.$$

The theorem has no condition on the size of the graph. For a single atom, $m=0$, $E=0$ and $n-1=0$, so it reads $0\le 0$. For one bond between two atoms, as in the π system of ethylene, the levels are $\pm1$, $\det A=-1$ and $E=2$, and both sides equal 4.

```lean
/-- **McClelland's lower bound**: a graph with `n` vertices, `m` edges, adjacency matrix `A`
and energy `E` satisfies `2m + n (n - 1) |det A| ^ (2 / n) ≤ E ^ 2`. -/
theorem mcclelland_lower : 2 * (G.edgeFinset.card : ℝ) + (Fintype.card V : ℝ) *
    (Fintype.card V - 1) * |(G.adjMatrix ℝ).det| ^ (2 / (Fintype.card V : ℝ))
      ≤ energy G ^ 2 := by
  have hdet : (G.adjMatrix ℝ).det = ∏ i, level G i :=
    (adj_isHermitian G).det_eq_prod_eigenvalues
  rw [energy_sq_eq, hdet, Finset.abs_prod]
  have h := geom_mean_le_pairs (fun i => |level G i|) fun i => abs_nonneg _
  linarith
```

## Molecules without nonbonding levels

Suppose $\det A\ne0$. Physically, no level lies at the energy of an isolated atomic orbital, so there are no nonbonding orbitals. Since the entries of $A$ are integers, so is the determinant, and a nonzero integer has absolute value at least 1. Hence $|\det A|^{2/n}\ge1$, and

$$2m+n(n-1)\le E^2 .$$

The proof obtains the integer `z` by computing the determinant of the same matrix over `ℤ` and mapping it to the reals.

```lean
/-- If the adjacency matrix is nonsingular, then `2m + n (n - 1) ≤ E ^ 2`. -/
theorem energy_sq_ge_of_nonsingular (hdet : (G.adjMatrix ℝ).det ≠ 0) :
    2 * (G.edgeFinset.card : ℝ) + (Fintype.card V : ℝ) * (Fintype.card V - 1)
      ≤ energy G ^ 2 := by
  -- the determinant is a nonzero integer
  have hmap : G.adjMatrix ℝ = (Int.castRingHom ℝ).mapMatrix (G.adjMatrix ℤ) := by
    ext i j
    by_cases h : G.Adj i j <;> simp [SimpleGraph.adjMatrix_apply, h]
  obtain ⟨z, hz⟩ : ∃ z : ℤ, (G.adjMatrix ℝ).det = (z : ℝ) :=
    ⟨(G.adjMatrix ℤ).det, by rw [hmap, ← RingHom.map_det]; rfl⟩
  have hz0 : z ≠ 0 := by
    rintro rfl
    exact hdet (by rw [hz, Int.cast_zero])
  have h1 : 1 ≤ |(G.adjMatrix ℝ).det| := by
    rw [hz]
    exact_mod_cast Int.one_le_abs hz0
  have h2 : 1 ≤ |(G.adjMatrix ℝ).det| ^ (2 / (Fintype.card V : ℝ)) :=
    Real.one_le_rpow h1 (by positivity)
  have h3 : (0 : ℝ) ≤ (Fintype.card V : ℝ) * (Fintype.card V - 1) := by
    rcases Nat.eq_zero_or_pos (Fintype.card V) with h | h
    · rw [h]; simp
    · have h' : (1 : ℝ) ≤ Fintype.card V := by exact_mod_cast h
      exact mul_nonneg (by linarith) (by linarith)
  have h4 := mul_le_mul_of_nonneg_left h2 h3
  linarith [mcclelland_lower G]
```

An isolated atom would give $A$ a row of zeros and make the determinant vanish. Every degree is therefore at least 1, and summing the degrees gives $2m\ge n$. Consequently

$$E^2\ge n+n(n-1)=n^2,$$

and since $E\ge0$, it follows that $E\ge n$. In this one-parameter model, a molecule without nonbonding levels has a graph energy of at least one unit of $|\beta|$ per atom.

The condition on the determinant is needed. The three-atom chain of the allyl radical has levels $\sqrt2,0,-\sqrt2$, so $\det A=0$ and $E=2\sqrt2<3$. The inequality $2m+n(n-1)\le E^2$ fails for it as well, since $2m+n(n-1)=10$ while $E^2=8$.

In the proof, `hdeg` excludes isolated atoms, `h1` sums the degrees, and the last lines derive a contradiction from $E<n$.

```lean
/-- If the adjacency matrix is nonsingular, the graph energy is at least the number of
vertices. -/
theorem card_le_energy (hdet : (G.adjMatrix ℝ).det ≠ 0) :
    (Fintype.card V : ℝ) ≤ energy G := by
  -- an isolated vertex would give a zero row
  have hdeg : ∀ i, 1 ≤ G.degree i := by
    intro i
    by_contra h
    refine hdet (Matrix.det_eq_zero_of_row_eq_zero i fun j => ?_)
    rw [SimpleGraph.adjMatrix_apply, if_neg]
    exact fun hij => h ((G.degree_pos_iff_exists_adj i).mpr ⟨j, hij⟩)
  have h1 : Fintype.card V ≤ 2 * G.edgeFinset.card := by
    rw [← G.sum_degrees_eq_twice_card_edges]
    calc Fintype.card V = ∑ _i : V, 1 := by simp
      _ ≤ ∑ i, G.degree i := Finset.sum_le_sum fun i _ => hdeg i
  have h2 : (Fintype.card V : ℝ) ≤ 2 * (G.edgeFinset.card : ℝ) := by exact_mod_cast h1
  have h3 := energy_sq_ge_of_nonsingular G hdet
  have h4 : 0 ≤ energy G := Finset.sum_nonneg fun i _ => abs_nonneg _
  by_contra h
  have h5 := lt_of_not_ge h
  nlinarith
```

## Equality for disjoint dimers

Let every atom have exactly one neighbour, so that the graph is a collection of separate two-atom molecules. For $i\ne j$, a nonzero term in

$$(A^2)_{ij}=\sum_k A_{ik}A_{kj}$$

would require an atom $k$ bonded to both $i$ and $j$, which is excluded. The diagonal entries are the degrees, all equal to 1. Thus $A^2=1$ and $|\det A|=1$, and the degree sum gives $n=2m$. The lower bound becomes $n^2\le E^2$.

The opposite inequality comes from Cauchy–Schwarz:

$$E^2\le n\sum_i\lambda_i^2=n\cdot2m=n^2 .$$

Both sides of the bound therefore equal $n^2$. For general graphs, the same use of Cauchy–Schwarz leads to McClelland's upper bound $E^2\le2mn$; here it serves only the dimers.

The degree condition is sufficient for equality but not necessary, as the single atom shows. Without it equality can fail: for the allyl chain the left side is $2m=4$ and the right side is 8.

In the proof, `hA`, `hdet` and `hm` establish the three facts about dimers. `le_antisymm` then combines `mcclelland_lower` with the Cauchy–Schwarz estimate `h3`.

```lean
/-- McClelland's lower bound is an equality for every set of disjoint dimers, that is, for
every graph in which each vertex has exactly one neighbour. -/
theorem mcclelland_lower_sharp (hG : ∀ v, G.degree v = 1) :
    2 * (G.edgeFinset.card : ℝ) + (Fintype.card V : ℝ) * (Fintype.card V - 1) *
      |(G.adjMatrix ℝ).det| ^ (2 / (Fintype.card V : ℝ)) = energy G ^ 2 := by
  -- the adjacency matrix swaps the partners, so it squares to one
  have hA : G.adjMatrix ℝ * G.adjMatrix ℝ = 1 := by
    ext i j
    by_cases hij : i = j
    · subst hij
      rw [SimpleGraph.adjMatrix_mul_self_apply_self, hG i]
      simp
    · rw [Matrix.mul_apply, Matrix.one_apply_ne hij]
      refine Finset.sum_eq_zero fun k _ => ?_
      by_cases h1 : G.Adj i k
      · by_cases h2 : G.Adj k j
        · exact absurd (Finset.card_le_one.mp (hG k).le i (by simpa using h1.symm) j
            (by simpa using h2)) hij
        · simp [SimpleGraph.adjMatrix_apply, h2]
      · simp [SimpleGraph.adjMatrix_apply, h1]
  have hdet : |(G.adjMatrix ℝ).det| = 1 := by
    have h := congrArg Matrix.det hA
    rw [Matrix.det_mul, Matrix.det_one, ← abs_mul_abs_self] at h
    nlinarith [abs_nonneg (G.adjMatrix ℝ).det]
  have hm : (Fintype.card V : ℝ) = 2 * (G.edgeFinset.card : ℝ) := by
    have h := G.sum_degrees_eq_twice_card_edges
    simp only [hG, Finset.sum_const, Finset.card_univ, smul_eq_mul, mul_one] at h
    exact_mod_cast h
  refine le_antisymm (mcclelland_lower G) ?_
  rw [hdet, Real.one_rpow]
  -- Cauchy-Schwarz gives the opposite inequality
  have h1 : ∑ i, ∑ j ∈ univ.erase i, |level G i| * |level G j|
      = energy G ^ 2 - ∑ i, |level G i| ^ 2 := sum_pairs (fun i => |level G i|)
  have h2 : ∑ i, |level G i| ^ 2 = (Fintype.card V : ℝ) := by
    linarith [energy_sq_eq G]
  have h3 : energy G ^ 2 ≤ (Fintype.card V : ℝ) * ∑ i, |level G i| ^ 2 :=
    sq_sum_le_card_mul_sum_sq (s := univ) (f := fun i => |level G i|)
  rw [h2] at h3
  linarith

end

end McClellandLowerBound
```

```lean
#print axioms McClellandLowerBound.mcclelland_lower
-- 'McClellandLowerBound.mcclelland_lower' depends on axioms: [propext, Classical.choice, Quot.sound]
#print axioms McClellandLowerBound.card_le_energy
-- 'McClellandLowerBound.card_le_energy' depends on axioms: [propext, Classical.choice, Quot.sound]
#print axioms McClellandLowerBound.mcclelland_lower_sharp
-- 'McClellandLowerBound.mcclelland_lower_sharp' depends on axioms: [propext, Classical.choice, Quot.sound]
```
